# Overlaps of N-fold product states tend to zero exactly when the unit site vectors are not parallel

Suppose an approximate state has overlap 0.99 with the correct one on a single site. For 1000 uncoupled copies of that site, the overlap of the total states is 0.99^1000, about 4 × 10⁻⁵. Anyone who judges the approximation by its total overlap will conclude that it has collapsed, although each site is described as well as before. For identical, non-interacting sites, total overlap is therefore a poor measure for comparing accuracy between systems of different size.

The decay shares its name with Anderson's orthogonality catastrophe, which is a different problem. There, a Fermi sea of electrons responds to one local impurity, and the overlap falls as a power of the particle number. Here every site is changed in the same way, there is no antisymmetry, and the decay is exponential.

## Site states and configurations

```lean
import Mathlib

open Filter Topology

namespace OrthogonalityCatastrophe

noncomputable section
```

A site has d basis states, labelled 0, …, d−1, and its state is a vector in ℂ^d. Lean writes this space as `EuclideanSpace ℂ (Fin d)`, where `Fin d` is the set of labels. The inner product is the physicist's one, conjugate-linear in the first argument:

⟨u,v⟩ = Σᵢ conj(uᵢ) vᵢ

In the code it appears as `inner ℂ u v`, and ‖·‖ stands both for the norm of a vector and for the modulus of a complex number.

```lean
/-- The product state of `N` sites, site `k` being in the state `u k`: the amplitude of a
configuration `s` is the product of the site amplitudes. -/
def productState {d N : ℕ} (u : Fin N → EuclideanSpace ℂ (Fin d)) :
    EuclideanSpace ℂ (Fin N → Fin d) :=
  WithLp.toLp 2 (fun s => ∏ k, u k (s k))
```

There are N sites, numbered k = 0, …, N−1, and site k is in the state uₖ. A configuration s chooses a basis label sₖ for each site, so it is a function `Fin N → Fin d`. There are d^N configurations, and a many-site state assigns an amplitude to each. The product state P(u) has the amplitudes

P(u)(s) = ∏ₖ uₖ(sₖ)

This is the tensor product of the site states, written in the product basis. `WithLp.toLp 2` says that the list of amplitudes is to carry the ordinary Euclidean norm and inner product. The definition says nothing about how overlaps factorise; that has to be proved.

```lean
/-- The `N`-fold product state in which every site is in the same state `u`. -/
def uniformState {d : ℕ} (N : ℕ) (u : EuclideanSpace ℂ (Fin d)) :
    EuclideanSpace ℂ (Fin N → Fin d) :=
  productState (fun _ : Fin N => u)
```

When every site is in the same state u, the result is u^⊗N, called `uniformState N u`. The expression `fun _ : Fin N => u` is the function that returns u whatever the site number.

## Overlaps and norms multiply over sites

```lean
/-- The overlap of two product states is the product of the overlaps at the single sites. -/
theorem inner_productState {d N : ℕ} (u v : Fin N → EuclideanSpace ℂ (Fin d)) :
    inner ℂ (productState u) (productState v) = ∏ k, inner ℂ (u k) (v k) := by
  simp only [PiLp.inner_apply, RCLike.inner_apply, productState]
  -- a product of sums over site labels is a sum over configurations
  rw [Finset.prod_univ_sum, Fintype.piFinset_univ]
  refine Finset.sum_congr rfl fun s _ => ?_
  rw [map_prod, Finset.prod_mul_distrib]
```

In a Lean theorem, the data and assumptions stand before the colon, the claim after it, and the proof after `:= by`. The claim here is

⟨P(u),P(v)⟩ = ∏ₖ ⟨uₖ,vₖ⟩

The sites may all be in different states, and no normalisation is assumed. To derive it, write out the inner product over configurations:

⟨P(u),P(v)⟩ = Σₛ conj(∏ₖ uₖ(sₖ)) ∏ₖ vₖ(sₖ) = Σₛ ∏ₖ conj(uₖ(sₖ)) vₖ(sₖ)

Now start from the other side. Multiplying out a product of N sums means choosing one term from each factor, and such a choice is a configuration:

∏ₖ Σᵢ conj(uₖ(i)) vₖ(i) = Σₛ ∏ₖ conj(uₖ(sₖ)) vₖ(sₖ)

The two results agree. In the proof, `simp only` unfolds the inner products into sums, and `Finset.prod_univ_sum` multiplies out the product. The two sums are then compared term by term: `map_prod` takes the conjugation inside the product, and `Finset.prod_mul_distrib` separates the factors of u from those of v.

```lean
/-- The norm of a product state is the product of the norms of the site states. -/
theorem norm_productState {d N : ℕ} (u : Fin N → EuclideanSpace ℂ (Fin d)) :
    ‖productState u‖ = ∏ k, ‖u k‖ := by
  have h := congrArg norm (inner_productState u u)
  simp only [inner_self_eq_norm_sq_to_K, norm_prod, norm_pow, RCLike.norm_ofReal,
    abs_norm, Finset.prod_pow] at h
  exact (sq_eq_sq₀ (norm_nonneg _) (Finset.prod_nonneg fun k _ => norm_nonneg _)).1 h
```

Norms multiply too. Setting v = u in the previous theorem gives

‖P(u)‖² = ∏ₖ ‖uₖ‖² = (∏ₖ ‖uₖ‖)²

Both ‖P(u)‖ and ∏ₖ ‖uₖ‖ are non-negative, so the squares can be removed. Lean follows the same route: `congrArg norm` takes the modulus of both sides of the overlap formula, and `sq_eq_sq₀` removes the squares. A product of unit vectors is thus a unit vector, and a small overlap between two such products is not caused by a loss of norm.

```lean
/-- The overlap of two `N`-fold product states is the `N`-th power of the site overlap. -/
theorem inner_uniformState {d : ℕ} (N : ℕ) (u v : EuclideanSpace ℂ (Fin d)) :
    inner ℂ (uniformState N u) (uniformState N v) = (inner ℂ u v) ^ N := by
  unfold uniformState
  rw [inner_productState, Finset.prod_const, Finset.card_univ, Fintype.card_fin]
```

For identical sites, all N factors are equal:

⟨u^⊗N, v^⊗N⟩ = ⟨u,v⟩^N

The proof applies the product formula, turns a product of equal factors into a power with `Finset.prod_const`, and counts the sites. The smallest case is N = 0. There is then one configuration, the empty one, with amplitude 1, and the overlap is ⟨u,v⟩⁰ = 1 even if u and v are orthogonal.

## Unit vectors that are not parallel

```lean
/-- Two unit vectors that are not scalar multiples of each other have an overlap of modulus
strictly below one. -/
theorem norm_inner_lt_one {d : ℕ} {u v : EuclideanSpace ℂ (Fin d)}
    (hu : ‖u‖ = 1) (hv : ‖v‖ = 1) (huv : ∀ c : ℂ, v ≠ c • u) :
    ‖inner ℂ u v‖ < 1 := by
  have hu0 : u ≠ 0 := by
    intro h
    simp [h] at hu
  have hv0 : v ≠ 0 := by
    intro h
    simp [h] at hv
  have hle : ‖inner ℂ u v‖ ≤ 1 := by
    have h := norm_inner_le_norm (𝕜 := ℂ) u v
    rwa [hu, hv, mul_one] at h
  refine lt_of_le_of_ne hle fun heq => ?_
  -- equality in Cauchy-Schwarz would make the vectors parallel
  have h : ‖inner ℂ u v‖ = ‖u‖ * ‖v‖ := by rw [heq, hu, hv, mul_one]
  obtain ⟨c, _, hc⟩ := (norm_inner_eq_norm_iff hu0 hv0).1 h
  exact huv c hc
```

The assumptions `hu` and `hv` say that u and v are unit vectors. The assumption `huv` says that v ≠ c u for every complex number c. For unit vectors, v = c u forces |c| = 1, so `huv` means that the two vectors differ by more than a phase: they are physically different states.

The conclusion is |⟨u,v⟩| < 1. To see it directly, take the part of v orthogonal to u,

w = v − ⟨u,v⟩ u

and compute its squared norm. The two cross terms each contribute −|⟨u,v⟩|², and the last term contributes +|⟨u,v⟩|²:

‖w‖² = 1 − 2|⟨u,v⟩|² + |⟨u,v⟩|² = 1 − |⟨u,v⟩|²

If v is not a multiple of u, then w ≠ 0, so the right-hand side is positive.

Lean uses Mathlib's version of the same argument. The Cauchy-Schwarz inequality gives |⟨u,v⟩| ≤ 1, recorded as `hle`. If the modulus were equal to 1, the equality case `norm_inner_eq_norm_iff` would supply a c with v = c u, contradicting `huv`. That lemma requires non-zero vectors, which is why `hu0` and `hv0` are established first.

## The limit of many sites

```lean
/-- Orthogonality catastrophe for product states: for unit vectors `u` and `v`, the modulus of
the overlap of their `N`-fold product states tends to zero as `N` grows if and only if `v` is
not a scalar multiple of `u`. -/
theorem orthogonality_catastrophe {d : ℕ} {u v : EuclideanSpace ℂ (Fin d)}
    (hu : ‖u‖ = 1) (hv : ‖v‖ = 1) :
    Tendsto (fun N : ℕ => ‖inner ℂ (uniformState N u) (uniformState N v)‖) atTop (𝓝 0) ↔
      ∀ c : ℂ, v ≠ c • u := by
  simp only [inner_uniformState, norm_pow]
  constructor
  · intro h c hc
    -- parallel unit vectors keep an overlap of modulus one
    have hc1 : ‖c‖ = 1 := by
      rw [hc, norm_smul, hu, mul_one] at hv
      exact hv
    have h1 : ‖inner ℂ u v‖ = 1 := by
      rw [hc, inner_smul_right, norm_mul, inner_self_eq_norm_sq_to_K, hu, hc1]
      simp
    simp only [h1, one_pow] at h
    exact zero_ne_one (tendsto_nhds_unique h tendsto_const_nhds)
  · intro huv
    exact tendsto_pow_atTop_nhds_zero_of_lt_one (norm_nonneg _) (norm_inner_lt_one hu hv huv)
```

`Tendsto f atTop (𝓝 0)` means that f(N) → 0 as N → ∞. For unit vectors u and v, the theorem therefore says

|⟨u^⊗N, v^⊗N⟩| → 0 if and only if v ≠ c u for every complex c

The first `simp only` replaces the modulus of the overlap by |⟨u,v⟩|^N, and `constructor` splits the equivalence into its two directions.

For the first direction, assume that the limit is 0 and that nevertheless v = c u. Taking norms gives |c| = 1. Then

⟨u,v⟩ = c ⟨u,u⟩ = c

so |⟨u,v⟩|^N = 1 for every N. A constant sequence of ones has the limit 1, and limits are unique (`tendsto_nhds_unique`), so 0 = 1, which is a contradiction.

For the second direction, the previous theorem gives 0 ≤ |⟨u,v⟩| < 1, and the powers of such a number tend to 0.

In the smallest dimension that contains unit vectors, d = 1, any two of them differ only by a phase. The modulus of the overlap is then 1 for every N, and there is no decay.

The limit is taken over finite systems of growing size, with the same u and v on every site and at every N. Entangled states and site states that change with N lie beyond this statement.

## How fast the overlap decays

```lean
/-- The modulus of the overlap of two `N`-fold product states is at most
`exp (-N (1 - |⟨u,v⟩|²) / 2)`. -/
theorem overlap_le_exp {d : ℕ} (N : ℕ) (u v : EuclideanSpace ℂ (Fin d)) :
    ‖inner ℂ (uniformState N u) (uniformState N v)‖ ≤
      Real.exp (-(N * (1 - ‖inner ℂ u v‖ ^ 2)) / 2) := by
  rw [inner_uniformState, norm_pow]
  -- the bound for one site
  have h : ‖inner ℂ u v‖ ≤ Real.exp (-(1 - ‖inner ℂ u v‖ ^ 2) / 2) := by
    nlinarith [Real.add_one_le_exp (-(1 - ‖inner ℂ u v‖ ^ 2) / 2),
      sq_nonneg (‖inner ℂ u v‖ - 1)]
  calc ‖inner ℂ u v‖ ^ N
      ≤ Real.exp (-(1 - ‖inner ℂ u v‖ ^ 2) / 2) ^ N :=
        pow_le_pow_left₀ (norm_nonneg _) h N
    _ = Real.exp (-(N * (1 - ‖inner ℂ u v‖ ^ 2)) / 2) := by
        rw [← Real.exp_nat_mul]
        congr 1
        ring
```

Write r = |⟨u,v⟩|. The claim is

r^N ≤ exp(−N(1 − r²)/2)

For normalised states, 1 − r² is the probability that a site prepared in v is found not to be in u. The derivation begins with one site. From (r − 1)² ≥ 0 it follows that 2r ≤ 1 + r², hence

r ≤ (1 + r²)/2 = 1 − (1 − r²)/2

The inequality 1 + x ≤ exp(x), with x = −(1 − r²)/2, then gives

r ≤ exp(−(1 − r²)/2)

Both sides are non-negative, so raising them to the N-th power preserves the inequality and gives the claim. In Lean, `nlinarith` combines the same two inequalities, which are handed to it explicitly, and the `calc` block takes the power. The theorem does not assume unit vectors, but the bound shows decay only when r < 1.

The bound also applies to a single measurement of the total energy. If v^⊗N is prepared and the target u^⊗N is a non-degenerate ground state, an ideal energy measurement finds the ground-state energy with probability r^(2N), which is at most exp(−N(1 − r²)).

```lean
/-- For a tolerance `ε > 0`, the overlap has modulus at most `ε` once the number of sites times
`1 - |⟨u,v⟩|²` reaches `2 log (1/ε)`. -/
theorem overlap_le_of_sites {d N : ℕ} (u v : EuclideanSpace ℂ (Fin d)) {ε : ℝ} (hε : 0 < ε)
    (hN : 2 * Real.log (1 / ε) ≤ N * (1 - ‖inner ℂ u v‖ ^ 2)) :
    ‖inner ℂ (uniformState N u) (uniformState N v)‖ ≤ ε := by
  rw [one_div, Real.log_inv] at hN
  calc ‖inner ℂ (uniformState N u) (uniformState N v)‖
      ≤ Real.exp (-(N * (1 - ‖inner ℂ u v‖ ^ 2)) / 2) := overlap_le_exp N u v
    _ ≤ Real.exp (Real.log ε) := Real.exp_le_exp.2 (by linarith)
    _ = ε := Real.exp_log hε
```

Here ε > 0 is a tolerance, and the assumption `hN` reads

2 log(1/ε) ≤ N(1 − r²)

with the natural logarithm. The conclusion is that the overlap has modulus at most ε. Since log(1/ε) = −log ε, the assumption is the same as −N(1 − r²)/2 ≤ log ε. The exponential is increasing, so the previous bound gives

r^N ≤ exp(−N(1 − r²)/2) ≤ exp(log ε) = ε

The three lines of the `calc` block are these three steps.

Take r = 4/5 and ε = 0.01. Then 1 − r² = 0.36 and 2 log 100 ≈ 9.21, so the condition requires N ≥ 25.6, and 26 sites are enough. The condition is sufficient but not sharp: computing the powers of 4/5 directly shows that the overlap first falls below 0.01 at N = 21.

## Qubits rotated by an angle θ

```lean
/-- For `N` qubits, the product states built from `(1, 0)` and from `(cos θ, sin θ)` have the
overlap `(cos θ) ^ N`. -/
theorem qubit_overlap (N : ℕ) (θ : ℝ) :
    inner ℂ (uniformState N (!₂[1, 0] : EuclideanSpace ℂ (Fin 2)))
      (uniformState N (!₂[(Real.cos θ : ℂ), (Real.sin θ : ℂ)] : EuclideanSpace ℂ (Fin 2))) =
      (Real.cos θ : ℂ) ^ N := by
  rw [inner_uniformState]
  congr 1
  simp [PiLp.inner_apply, Fin.sum_univ_two]

end

end OrthogonalityCatastrophe
```

The notation `!₂[1, 0]` is the vector with components 1 and 0. Each qubit is in the state u = (1, 0) in one product and in v = (cos θ, sin θ) in the other. The site overlap is

⟨u,v⟩ = 1 · cos θ + 0 · sin θ = cos θ

and the power formula gives (cos θ)^N. This is the overlap itself, with its sign, and not only its modulus. Here θ is the angle between the real vectors; on the Bloch sphere, the states are separated by an angle 2θ when 0 ≤ θ ≤ π/2.

For a case small enough to write out, take cos θ = 4/5, sin θ = 3/5 and N = 2. In the order 00, 01, 10, 11, the amplitudes are

u^⊗2 = (1, 0, 0, 0)

v^⊗2 = (16/25, 12/25, 12/25, 9/25)

The squared norm of the second vector is (256 + 144 + 144 + 81)/625 = 1, as the norm formula requires. The overlap is 16/25, which is (4/5)².

```lean
#print axioms OrthogonalityCatastrophe.norm_productState
#print axioms OrthogonalityCatastrophe.orthogonality_catastrophe
#print axioms OrthogonalityCatastrophe.overlap_le_of_sites
#print axioms OrthogonalityCatastrophe.qubit_overlap
```

```
'OrthogonalityCatastrophe.norm_productState' depends on axioms: [propext, Classical.choice, Quot.sound]
'OrthogonalityCatastrophe.orthogonality_catastrophe' depends on axioms: [propext, Classical.choice, Quot.sound]
'OrthogonalityCatastrophe.overlap_le_of_sites' depends on axioms: [propext, Classical.choice, Quot.sound]
'OrthogonalityCatastrophe.qubit_overlap' depends on axioms: [propext, Classical.choice, Quot.sound]
```
